# At most ⌊n/2⌋ strongly orthogonal geminals fit into n spin-orbitals, and this number is attained

Q: A geminal is a two-electron function, and I want to know how many strongly orthogonal ones fit into $n$ spin-orbitals. You replace each function by a matrix and the orthogonality integral by a matrix product. Is that still my problem?

A: It is, once the functions are expanded in $n$ orthonormal spin-orbitals $\varphi_p$. Write the $k$-th geminal as
$$g_k(x_1,x_2)=\sum_{p,q}(G_k)_{pq}\,\varphi_p(x_1)\varphi_q(x_2).$$
Exchange antisymmetry is $G_k^T=-G_k$. Strong orthogonality says that the overlap vanishes when only one electron is integrated out:
$$\int g_k^*(x_1,x_2)\,g_l(x_1,x_2')\,dx_1=0\quad\text{for all }x_2,x_2'.$$
By orthonormality, its coefficients are $\sum_p (G_k)_{pq}^*(G_l)_{pq'}=(G_k^\dagger G_l)_{qq'}$, so the condition is $G_k^\dagger G_l=0$. This translation from functions to matrices is the step we make ourselves; Lean starts from the matrices. In a non-orthogonal basis an overlap matrix would stand between the two factors.

```lean
import Mathlib

open Matrix
open scoped ComplexOrder

namespace StronglyOrthogonalGeminals

variable {𝕜 : Type*} [RCLike 𝕜] {m n : ℕ}
```

Q: What is `𝕜`? My coefficients are usually real.

A: It stands for either the real or the complex numbers, which is what `RCLike` provides. For real matrices the adjoint `ᴴ` is the transpose, so your case is included. The number of geminals is `m`, and `Fin n` labels the spin-orbitals from $0$ to $n-1$.

```lean
/-- A geminal over `n` spin-orbitals: a nonzero antisymmetric matrix of pair coefficients. -/
def IsGeminal (G : Matrix (Fin n) (Fin n) 𝕜) : Prop :=
  Gᵀ = -G ∧ G ≠ 0
```

Q: There is no normalisation here.

A: None is needed, because rescaling a geminal changes neither its antisymmetry nor its strong orthogonality. The matrix only has to be nonzero: the zero matrix is strongly orthogonal to everything, and we could add as many copies as we liked.

```lean
/-- Strong orthogonality: for any two different members of the family, the overlap integrated
over one electron only, `G_kᴴ G_l`, vanishes. For real matrices `ᴴ` is the transpose. -/
def StronglyOrthogonal (G : Fin m → Matrix (Fin n) (Fin n) 𝕜) : Prop :=
  ∀ k l, k ≠ l → (G k)ᴴ * G l = 0
```

Q: Where could someone go wrong in writing that definition?

A: By keeping the transpose when the coefficients become complex. Take $n=4$, $u=(1,i,0,0)^T$, $v=(0,0,1,i)^T$ and $G=uv^T-vu^T$. Then $u^Tu=v^Tv=u^Tv=0$, so $G^TG=0$ although $G\neq0$. Any number of copies of this one matrix would pass the transposed condition, and no bound on $m$ would survive. The bra needs its complex conjugate.

Q: Now the bound. Where do one-electron functions enter?

A: Fix the second electron in spin-orbital $b$. What remains is a function of the first electron, with components $G_{pb}$: column $b$ of $G$. The code calls it `orbital`, but it is not one of the basis spin-orbitals; it is unnormalised and may be zero. It is stored as an element of the range of $G$, the space spanned by the columns.

```lean
/-- The one-electron function left when the second electron of the pair function `G` is fixed
in spin-orbital `b`: column `b` of `G`, as an element of the range of `G`. -/
def orbital (G : Matrix (Fin n) (Fin n) 𝕜) (b : Fin n) : LinearMap.range G.mulVecLin :=
  ⟨G *ᵥ Pi.single b 1, ⟨Pi.single b 1, rfl⟩⟩

/-- The component of `orbital G b` along spin-orbital `p` is the pair coefficient `G p b`. -/
theorem orbital_apply (G : Matrix (Fin n) (Fin n) 𝕜) (b p : Fin n) :
    (orbital G b : Fin n → 𝕜) p = G p b := by
  simp [orbital]
```

Q: And why can't a geminal live on a single one-electron function?

A: Antisymmetry forbids it. The diagonal vanishes, since $G_{aa}=-G_{aa}$. Choose $G_{ij}\neq0$ and suppose that columns $i$ and $j$ are dependent: $sG_{pi}+tG_{pj}=0$ for all $p$. Setting $p=j$ gives $sG_{ji}=-sG_{ij}=0$, so $s=0$. Setting $p=i$ gives $tG_{ij}=0$, so $t=0$. The two columns are therefore independent.

In the proof, `e` is the dependence relation written in components, and the two `linear_combination` lines for `hs` and `ht` are these two choices of $p$.

```lean
/-- If an antisymmetric pair function has a nonzero coefficient `G i j`, then its columns
`i` and `j` are linearly independent. -/
theorem orbital_pair_independent {G : Matrix (Fin n) (Fin n) 𝕜} (hG : Gᵀ = -G)
    {i j : Fin n} (hij : G i j ≠ 0) :
    LinearIndependent 𝕜 ![orbital G i, orbital G j] := by
  have hanti : ∀ a b, G b a = -G a b := fun a b => congrFun (congrFun hG a) b
  have hdiag : ∀ a, G a a = 0 := fun a => by linear_combination (1 / 2) * hanti a a
  refine LinearIndependent.pair_iff.2 fun s t h => ?_
  have e : ∀ p, s * G p i + t * G p j = 0 := fun p => by
    have hp := congrFun (congrArg Subtype.val h) p
    simpa [orbital_apply] using hp
  -- component j isolates s, component i isolates t
  have hs : s * G i j = 0 := by
    linear_combination -(e j) + s * hanti i j + t * hdiag j
  have ht : t * G i j = 0 := by
    linear_combination e i - s * hdiag i
  exact ⟨(mul_eq_zero.1 hs).resolve_right hij, (mul_eq_zero.1 ht).resolve_right hij⟩
```

A nonzero matrix has some nonzero entry, so every geminal has rank at least two.

```lean
/-- Every geminal has rank at least two. -/
theorem two_le_rank {G : Matrix (Fin n) (Fin n) 𝕜} (hG : IsGeminal G) : 2 ≤ G.rank := by
  obtain ⟨i, j, hij⟩ : ∃ i j, G i j ≠ 0 := by
    by_contra! h
    exact hG.2 (Matrix.ext h)
  have h := (orbital_pair_independent hG.1 hij).fintype_card_le_finrank
  rw [Fintype.card_fin] at h
  exact h
```

Q: So each geminal needs two dimensions. Two geminals could still share them.

A: Strong orthogonality prevents that. Suppose $\sum_l G_lc_l=0$ for some coefficient vectors $c_l$. Apply $G_k^\dagger$: every term with $l\neq k$ disappears, leaving $G_k^\dagger G_kc_k=0$. Multiplying by $c_k^\dagger$ gives $\|G_kc_k\|^2=0$, hence $G_kc_k=0$.

The first `rw` in the proof replaces the goal $G_kc_k=0$ by $G_k^\dagger G_kc_k=0$, using the norm argument from Mathlib. `Finset.sum_eq_single` then keeps the one surviving term.

```lean
/-- For a strongly orthogonal family, a vanishing sum of vectors `G_l c_l` from the
ranges of its members vanishes term by term. -/
theorem term_eq_zero {G : Fin m → Matrix (Fin n) (Fin n) 𝕜} (hG : StronglyOrthogonal G)
    (c : Fin m → Fin n → 𝕜) (h : ∑ l, G l *ᵥ c l = 0) (k : Fin m) : G k *ᵥ c k = 0 := by
  rw [← Matrix.conjTranspose_mul_self_mulVec_eq_zero]
  -- the adjoint of G_k removes every term but the k-th
  have h1 := congrArg (⇑((G k)ᴴ.mulVecLin)) h
  rw [map_sum, map_zero, Finset.sum_eq_single k] at h1
  · simpa only [Matrix.mulVecLin_apply, Matrix.mulVec_mulVec] using h1
  · intro l _ hl
    rw [Matrix.mulVecLin_apply, Matrix.mulVec_mulVec, hG k l hl.symm, Matrix.zero_mulVec]
  · intro hk
    exact absurd (Finset.mem_univ k) hk
```

Q: How does that become a count?

A: Take one vector from each range and add them up. This is a linear map into $\mathbb{k}^n$, where $\mathbb{k}$ is the field written `𝕜` in the code. By the previous step only the all-zero choice has sum zero, so the map is injective. The dimension of its domain is the sum of the ranks, which therefore cannot exceed $n$. In the code the map is `f`, and `choose` writes each vector as $G_kc_k$ so that `term_eq_zero` applies.

```lean
/-- The ranks of strongly orthogonal pair functions add up to at most the number of
spin-orbitals. -/
theorem sum_rank_le {G : Fin m → Matrix (Fin n) (Fin n) 𝕜} (hG : StronglyOrthogonal G) :
    ∑ k, (G k).rank ≤ n := by
  -- adding up one vector from each range is an injective linear map
  let f : (∀ k, LinearMap.range (G k).mulVecLin) →ₗ[𝕜] (Fin n → 𝕜) :=
    { toFun := fun x => ∑ k, (x k : Fin n → 𝕜)
      map_add' := fun x y => by simp [Finset.sum_add_distrib]
      map_smul' := fun a x => by simp [Finset.smul_sum] }
  have hf : Function.Injective f := by
    refine (injective_iff_map_eq_zero f).2 fun x hx => ?_
    choose c hc using fun k => (x k).2
    have hsum : ∑ k, G k *ᵥ c k = 0 :=
      (Finset.sum_congr rfl fun k _ => hc k).trans hx
    funext k
    exact Subtype.ext ((hc k).symm.trans (term_eq_zero hG c hsum k))
  have h := LinearMap.finrank_le_finrank_of_injective hf
  rw [Module.finrank_pi_fintype, Module.finrank_fin_fun] at h
  exact h
```

With every rank at least two,
$$2m\le\sum_k\operatorname{rank}G_k\le n.$$

```lean
/-- If `m` geminals over `n` spin-orbitals are strongly orthogonal, then `2 m ≤ n`. -/
theorem two_mul_le {G : Fin m → Matrix (Fin n) (Fin n) 𝕜} (hgem : ∀ k, IsGeminal (G k))
    (hG : StronglyOrthogonal G) : 2 * m ≤ n := by
  have h : ∑ _k : Fin m, 2 ≤ ∑ k, (G k).rank :=
    Finset.sum_le_sum fun k _ => two_le_rank (hgem k)
  simp only [Finset.sum_const, Finset.card_univ, Fintype.card_fin, smul_eq_mul] at h
  have := sum_rank_le hG
  omega
```

Q: Isn't this just the Pauli principle, with $2m$ electrons in $n$ spin-orbitals?

A: The number is the same. The argument here never forms the $2m$-electron wavefunction, though; it uses only the pair functions and their one-electron overlaps.

Q: An upper bound may be too generous. Is it reached?

A: Yes, by giving each geminal its own two spin-orbitals, $2k$ and $2k+1$. The only nonzero entries are $+1$ and $-1$; for a normalised pair function they would be $\pm1/\sqrt2$.

```lean
/-- The pair function that puts two electrons into the spin-orbitals `2k` and `2k+1`, counted from
zero, without normalisation. If they are not both among the `n` available ones, it is the zero
matrix. -/
def pairGeminal (𝕜 : Type*) [RCLike 𝕜] (n k : ℕ) : Matrix (Fin n) (Fin n) 𝕜 :=
  Matrix.of fun p q =>
    if p.val = 2 * k ∧ q.val = 2 * k + 1 then 1
    else if p.val = 2 * k + 1 ∧ q.val = 2 * k then -1 else 0
```

The next lemma checks antisymmetry entry by entry, and finds a nonzero entry at $(2k,2k+1)$.

```lean
/-- If both spin-orbitals `2k` and `2k+1` are among the `n` available ones, then
`pairGeminal 𝕜 n k` is a geminal. -/
theorem pairGeminal_isGeminal {k : ℕ} (hk : 2 * k + 1 < n) :
    IsGeminal (pairGeminal 𝕜 n k) := by
  constructor
  · ext p q
    simp only [Matrix.transpose_apply, Matrix.neg_apply, pairGeminal, Matrix.of_apply]
    split_ifs <;> first | omega | simp
  · intro h
    have h1 := congrFun (congrFun h ⟨2 * k, by omega⟩) ⟨2 * k + 1, hk⟩
    simp [pairGeminal] at h1
```

Q: And the final statement says exactly "the maximum is $\lfloor n/2\rfloor$"?

A: It does. `IsGreatest` says that `n / 2`, which is division rounded down, belongs to the set of possible values of $m$ and that no member of the set is larger. For $n=0$ or $n=1$ the maximum is zero, attained by the empty family. For odd $n$ the construction leaves one spin-orbital unused.

To see that the explicit pairs are strongly orthogonal, look at
$$(G_k^\dagger G_l)_{pq}=\sum_r (G_k)_{rp}^*(G_l)_{rq}.$$
Row $r$ can be nonzero only in the geminal numbered $\lfloor r/2\rfloor$. As $k\neq l$, one factor in each term is zero. That is `hrow`, followed by the case split on `r.val / 2 = k.val`. The upper bound is `two_mul_le`.

```lean
/-- The largest number of strongly orthogonal geminals that `n` spin-orbitals can hold
is `n / 2`, rounded down. -/
theorem isGreatest_card_geminals (𝕜 : Type*) [RCLike 𝕜] (n : ℕ) :
    IsGreatest {m : ℕ | ∃ G : Fin m → Matrix (Fin n) (Fin n) 𝕜,
      (∀ k, IsGeminal (G k)) ∧ StronglyOrthogonal G} (n / 2) := by
  constructor
  · refine ⟨fun k => pairGeminal 𝕜 n k, fun k => pairGeminal_isGeminal (by omega), ?_⟩
    intro k l hkl
    change (pairGeminal 𝕜 n k.val)ᴴ * pairGeminal 𝕜 n l.val = 0
    have hne : k.val ≠ l.val := fun h => hkl (Fin.ext h)
    -- a row outside the pair k is zero, and no row belongs to two pairs
    have hrow : ∀ (a : ℕ) (r p : Fin n), r.val / 2 ≠ a → pairGeminal 𝕜 n a r p = 0 := by
      intro a r p hr
      simp only [pairGeminal, Matrix.of_apply]
      split_ifs <;> first | omega | rfl
    ext p q
    rw [Matrix.mul_apply]
    
    refine Finset.sum_eq_zero fun r _ => ?_
    rw [Matrix.conjTranspose_apply]
    by_cases hr : r.val / 2 = k.val
    · rw [hrow l r q (by omega), mul_zero]
    · rw [hrow k r p hr, star_zero, zero_mul]
  · rintro m ⟨G, hgem, hG⟩
    have := two_mul_le hgem hG
    omega
```

Q: Suppose I fill the space completely, with $2m=n$. Can the pairs still be correlated internally?

A: No. The ranks are all at least two and add up to at most $2m$, so each equals two. Drop the label $k$ and choose $G_{ij}\neq0$ again. Columns $i$ and $j$ now span the range, so any column $q$ can be expanded in them:
$$G_{pq}=c_0G_{pi}+c_1G_{pj}.$$
Setting $p=j$ gives $G_{jq}=-c_0G_{ij}$, that is, $G_{qj}=c_0G_{ij}$. Setting $p=i$ gives $G_{iq}=c_1G_{ij}$, that is, $G_{qi}=-c_1G_{ij}$. Substituting for $c_0$ and $c_1$,
$$G_{pq}=\frac{G_{pi}G_{qj}-G_{pj}G_{qi}}{G_{ij}}=u_pv_q-v_pu_q,$$
with $u_p=G_{pi}/G_{ij}$ and $v_p=G_{pj}$. This is a single Slater determinant. The theorem does not claim that $u$ and $v$ are orthonormal; for an orthonormal pair the normalised determinant would carry a factor $1/\sqrt2$.

In the proof, `hrank` fixes the rank, `hspan` says that the two columns span the range, and `e0` and `e1` are the two relations for the coefficients. `vecMulVec u v` is the outer product $uv^T$.

```lean
/-- If `m` strongly orthogonal geminals use up the space, `2 m = n`, then each of them is a
single Slater determinant `u vᵀ - v uᵀ` of two one-electron functions. -/
theorem slater_of_saturated {G : Fin m → Matrix (Fin n) (Fin n) 𝕜}
    (hgem : ∀ k, IsGeminal (G k)) (hG : StronglyOrthogonal G) (hmn : 2 * m = n) (k : Fin m) :
    ∃ u v : Fin n → 𝕜, G k = vecMulVec u v - vecMulVec v u := by
  -- no geminal can have rank above two
  have hrank : 2 = (G k).rank := by
    refine le_antisymm (two_le_rank (hgem k)) ?_
    by_contra! hk
    have h : ∑ _l : Fin m, 2 < ∑ l, (G l).rank :=
      Finset.sum_lt_sum (fun l _ => two_le_rank (hgem l)) ⟨k, Finset.mem_univ k, hk⟩
    simp only [Finset.sum_const, Finset.card_univ, Fintype.card_fin, smul_eq_mul] at h
    have := sum_rank_le hG
    omega
  obtain ⟨i, j, hij⟩ : ∃ i j, G k i j ≠ 0 := by
    by_contra! h
    exact (hgem k).2 (Matrix.ext h)
  have hanti : ∀ a b, G k b a = -G k a b := fun a b => congrFun (congrFun (hgem k).1 a) b
  have hdiag : ∀ a, G k a a = 0 := fun a => by linear_combination (1 / 2) * hanti a a
  have hspan := (orbital_pair_independent (hgem k).1 hij).span_eq_top_of_card_eq_finrank'
    ((Fintype.card_fin 2).trans hrank)
  refine ⟨fun p => (G k i j)⁻¹ * G k p i, fun p => G k p j, ?_⟩
  ext p q
  -- expand column q in the columns i and j
  have hq : orbital (G k) q ∈
      Submodule.span 𝕜 (Set.range ![orbital (G k) i, orbital (G k) j]) := by
    rw [hspan]
    exact Submodule.mem_top
  obtain ⟨c, hc⟩ := (Submodule.mem_span_range_iff_exists_fun 𝕜).1 hq
  have e : ∀ r, c 0 * G k r i + c 1 * G k r j = G k r q := fun r => by
    have hr := congrFun (congrArg Subtype.val hc) r
    simpa [Fin.sum_univ_two, orbital_apply] using hr
  have e0 : G k q j = c 0 * G k i j := by
    linear_combination hanti j q + e j - c 0 * hanti i j - c 1 * hdiag j
  have e1 : G k q i = -(c 1 * G k i j) := by
    linear_combination hanti i q + e i - c 0 * hdiag i
  simp only [Matrix.sub_apply, Matrix.vecMulVec_apply]
  rw [← e p, e0, e1]
  linear_combination (-(c 0 * G k p i + c 1 * G k p j)) * inv_mul_cancel₀ hij

end StronglyOrthogonalGeminals
```

```lean
#print axioms StronglyOrthogonalGeminals.isGreatest_card_geminals
#print axioms StronglyOrthogonalGeminals.slater_of_saturated
```

```
'StronglyOrthogonalGeminals.isGreatest_card_geminals' depends on axioms: [propext, Classical.choice, Quot.sound]
'StronglyOrthogonalGeminals.slater_of_saturated' depends on axioms: [propext, Classical.choice, Quot.sound]
```

Q: What does this tell me about an actual geminal calculation?

A: In a finite orthonormal basis, a wavefunction built from strongly orthogonal geminals needs at least two spin-orbitals per pair, and with exactly two per pair in total every geminal is a single determinant. One spare spin-orbital would not change this, because an antisymmetric matrix has even rank. In both cases the limit comes from the basis and not from the geminals: any wavefunction of $2m$ electrons in $2m$ or $2m+1$ spin-orbitals is a single determinant. Neither the even rank nor this last statement about any wavefunction is proved here. No Hamiltonian enters, so the theorems do not say which geminals are optimal or what the value of the energy is. Nor is any spin symmetry imposed: the pair functions need not be singlets.
